# The region below a quadratic saddle is path-connected exactly when its index is at least two

A saddle search started from a single minimum may converge to a stationary point with two downhill directions instead of one. Suppose a reaction path runs over that point. Must the path climb so high, or can it be bent around the point at lower energy?

For a purely quadratic saddle the answer depends only on the number of independent downhill directions, the index. Let $E$ be the space of downhill displacements $u$ and $F$ the space of uphill displacements $w$. Put the saddle at the origin with energy zero, and scale the coordinates so that all curvatures have equal magnitude:

$$V(u,w)=\|w\|^2-\|u\|^2 .$$

The index is $\dim E$. The question is whether any two configurations with $V<0$ can be joined by a continuous path along which $V<0$ throughout.

## The energy and its two spaces

In Lean 4 with Mathlib:

```lean
import Mathlib

open Module

namespace QuadraticSaddleRerouting
```

This loads the mathematical library Mathlib and opens a namespace for the names that follow.

```lean
/-- The energy of a quadratic saddle: downhill in the first component `u`, uphill in the
second component `w`, and zero at the saddle point. -/
def saddleEnergy {E F : Type*} [NormedAddCommGroup E] [NormedAddCommGroup F]
    (p : E × F) : ℝ :=
  ‖p.2‖ ^ 2 - ‖p.1‖ ^ 2
```

A configuration `p : E × F` is a pair, with `p.1` the downhill part $u$ and `p.2` the uphill part $w$. The definition is $V$ as written above. It has no flat directions, such as overall translations, and no anharmonic terms.

```lean
variable {E F : Type*} [NormedAddCommGroup E] [InnerProductSpace ℝ E]
  [NormedAddCommGroup F] [InnerProductSpace ℝ F]

/-- If the downhill space contains a nonzero vector, every downhill displacement is its length times
a unit vector. -/
theorem exists_direction [Nontrivial E] (u : E) : ∃ e : E, ‖e‖ = 1 ∧ ‖u‖ • e = u := by
  have unit : ∀ v : E, v ≠ 0 → ‖‖v‖⁻¹ • v‖ = 1 := by
    intro v hv
    rw [norm_smul, norm_inv, norm_norm, inv_mul_cancel₀ (norm_ne_zero_iff.mpr hv)]
  by_cases hu : u = 0
  · obtain ⟨v, hv⟩ := exists_ne (0 : E)
    exact ⟨‖v‖⁻¹ • v, unit v hv, by simp [hu]⟩
  · exact ⟨‖u‖⁻¹ • u, unit u hu, by
      rw [smul_smul, mul_inv_cancel₀ (norm_ne_zero_iff.mpr hu), one_smul]⟩
```

The `variable` lines declare $E$ and $F$ to be real inner-product spaces. The theorem says that if $E$ contains a nonzero vector (`Nontrivial E`), every $u$ can be written as $\|u\|e$ with $\|e\|=1$; the symbol `•` multiplies a vector by a number. For $u\neq0$ take $e=u/\|u\|$. For $u=0$ any unit vector serves, and the proof treats these two cases separately.

## Going down without first going up

```lean
/-- Removing the uphill displacement while lengthening the downhill one along its direction
can be done by a path that never exceeds the starting energy. -/
theorem joined_descend (e : E) (he : ‖e‖ = 1) {r R : ℝ} (hr : 0 ≤ r) (hR : r ≤ R) (w : F) :
    JoinedIn {q : E × F | saddleEnergy q ≤ saddleEnergy (r • e, w)}
      (r • e, w) (R • e, 0) := by
  refine JoinedIn.ofLine (f := fun t : ℝ => ((r + t * (R - r)) • e, (1 - t) • w))
    (Continuous.continuousOn (by fun_prop)) (by simp) (by simp) ?_
  rintro _ ⟨t, ⟨ht0, ht1⟩, rfl⟩
  show saddleEnergy ((r + t * (R - r)) • e, (1 - t) • w) ≤ saddleEnergy (r • e, w)
  simp only [saddleEnergy, norm_smul, mul_pow, Real.norm_eq_abs, sq_abs, he, mul_one]
  -- the uphill part shrinks and the downhill part grows
  have h1 : (1 - t) ^ 2 ≤ 1 := by nlinarith
  have h2 : r ^ 2 ≤ (r + t * (R - r)) ^ 2 :=
    pow_le_pow_left₀ hr (by nlinarith [mul_nonneg ht0 (sub_nonneg.2 hR)]) 2
  nlinarith [mul_le_mul_of_nonneg_right h1 (sq_nonneg ‖w‖)]
```

`JoinedIn S a b` means that some continuous path from $a$ to $b$ stays in the set $S$. Here $S$ contains the configurations with energy no higher than at the start, $(re,w)$, and the end is $(Re,0)$ with $0\le r\le R$. The path is the straight line

$$\big((r+t(R-r))\,e,\ (1-t)\,w\big),\qquad 0\le t\le 1 .$$

Its energy is $(1-t)^2\|w\|^2-(r+t(R-r))^2$. Since $(1-t)^2\le1$ and $r+t(R-r)\ge r\ge0$, this is at most $\|w\|^2-r^2$, the starting energy. These two inequalities are `h1` and `h2` in the proof.

## Two downhill directions: walking around

```lean
/-- At a quadratic saddle of index two or more, any two configurations are joined by a path
whose energy never exceeds the higher of the two endpoint energies. -/
theorem exists_path_without_barrier [FiniteDimensional ℝ E] (h : 2 ≤ finrank ℝ E)
    (x y : E × F) :
    ∃ γ : Path x y, ∀ t, saddleEnergy (γ t) ≤ max (saddleEnergy x) (saddleEnergy y) := by
  have : Nontrivial E := Module.nontrivial_of_finrank_pos (R := ℝ) (by omega)
  have hrank : 1 < Module.rank ℝ E := by
    rw [← finrank_eq_rank]
    exact_mod_cast h
  obtain ⟨a, ha, hax⟩ := exists_direction x.1
  obtain ⟨b, hb, hby⟩ := exists_direction y.1
  obtain ⟨R, hxR, hyR⟩ : ∃ R, ‖x.1‖ ≤ R ∧ ‖y.1‖ ≤ R :=
    ⟨max ‖x.1‖ ‖y.1‖, le_max_left _ _, le_max_right _ _⟩
  have hR0 : 0 ≤ R := (norm_nonneg _).trans hxR
  -- bring both endpoints down to the sphere of radius R in the downhill space
  have hx := joined_descend a ha (norm_nonneg x.1) hxR x.2
  have hy := joined_descend b hb (norm_nonneg y.1) hyR y.2
  rw [hax] at hx
  rw [hby] at hy
  have hx' : JoinedIn {q : E × F | saddleEnergy q ≤ max (saddleEnergy x) (saddleEnergy y)}
      x (R • a, 0) := hx.mono fun q hq => by
    have hq' : saddleEnergy q ≤ saddleEnergy x := hq
    show saddleEnergy q ≤ max (saddleEnergy x) (saddleEnergy y)
    exact hq'.trans (le_max_left _ _)
  have hy' : JoinedIn {q : E × F | saddleEnergy q ≤ max (saddleEnergy x) (saddleEnergy y)}
      y (R • b, 0) := hy.mono fun q hq => by
    have hq' : saddleEnergy q ≤ saddleEnergy y := hq
    show saddleEnergy q ≤ max (saddleEnergy x) (saddleEnergy y)
    exact hq'.trans (le_max_right _ _)
  -- walk around the saddle on that sphere
  obtain ⟨δ, hδ⟩ := (isPathConnected_sphere hrank (0 : E) hR0).joinedIn
    (R • a) (by simp [norm_smul, ha, abs_of_nonneg hR0])
    (R • b) (by simp [norm_smul, hb, abs_of_nonneg hR0])
  have hmid : JoinedIn {q : E × F | saddleEnergy q ≤ max (saddleEnergy x) (saddleEnergy y)}
      (R • a, 0) (R • b, 0) := by
    refine ⟨δ.map (f := fun u : E => (u, (0 : F))) (by fun_prop), fun t => ?_⟩
    show saddleEnergy (δ t, (0 : F)) ≤ max (saddleEnergy x) (saddleEnergy y)
    have hn : ‖δ t‖ = R := mem_sphere_zero_iff_norm.mp (hδ t)
    refine le_trans ?_ (le_max_left _ _)
    simp only [saddleEnergy, hn, norm_zero]
    nlinarith [sq_nonneg ‖x.2‖, pow_le_pow_left₀ (norm_nonneg x.1) hxR 2]
  obtain ⟨γ, hγ⟩ := (hx'.trans hmid).trans hy'.symm
  exact ⟨γ, fun t => hγ t⟩
```

`finrank ℝ E` is the dimension of $E$, and `Path x y` is the type of continuous paths from $x$ to $y$ parametrised by $[0,1]$. If $\dim E\ge2$, any two configurations are joined by a path that never rises above the higher endpoint energy.

By hand, write the downhill parts of $x$ and $y$ as $\|x_1\|a$ and $\|y_1\|b$, with $a$ and $b$ unit vectors, and choose $R$ at least as large as both lengths. The previous lemma takes $x$ to $(Ra,0)$ and $y$ to $(Rb,0)$. In two or more dimensions the sphere of radius $R$ is path-connected, so $Ra$ and $Rb$ are joined along it. There the energy is $-R^2\le\|x_2\|^2-\|x_1\|^2=V(x)$. The three stretches, `hx'`, `hmid` and the reverse of `hy'`, are then put end to end.

For a numerical instance, take $E=\mathbb R^2$, $F=\mathbb R$, $x=((1,0),\tfrac12)$ and $y=((-2,0),1)$, with energies $-\tfrac34$ and $-3$. The straight line between them meets $u=0$ at $w=\tfrac23$, where the energy is $+\tfrac49$. The detour with $R=2$ goes down from $-\tfrac34$ to $-4$, follows a half-circle at $-4$, and rises to $-3$. Its highest energy is that of $x$.

## One downhill direction: no way around

```lean
omit [InnerProductSpace ℝ F] in
/-- At a quadratic saddle of index one, every path between configurations with opposite
downhill displacements reaches at least the saddle energy. -/
theorem barrier_of_index_one (h : finrank ℝ E = 1) {x y : E × F}
    (hxy : inner ℝ x.1 y.1 < 0) (γ : Path x y) : ∃ t, 0 ≤ saddleEnergy (γ t) := by
  have hx0 : x.1 ≠ 0 := by
    intro h0
    rw [h0, inner_zero_left] at hxy
    exact lt_irrefl _ hxy
  have hcont : Continuous fun t => inner ℝ x.1 (γ t).1 :=
    continuous_const.inner (continuous_fst.comp γ.continuous)
  -- the downhill coordinate changes sign, so it vanishes somewhere
  obtain ⟨t, ht⟩ := mem_range_of_exists_le_of_exists_ge (c := (0 : ℝ)) hcont
    ⟨1, by simpa using hxy.le⟩ ⟨0, by simp⟩
  have ht' : inner ℝ x.1 (γ t).1 = 0 := ht
  obtain ⟨c, hc⟩ := (finrank_eq_one_iff_of_nonzero' x.1 hx0).mp h (γ t).1
  rw [← hc, inner_smul_right, real_inner_self_eq_norm_sq] at ht'
  have hc0 : c = 0 := by
    rcases mul_eq_zero.mp ht' with h0 | h0
    · exact h0
    · exact absurd h0 (pow_ne_zero 2 (norm_ne_zero_iff.mpr hx0))
  rw [hc0, zero_smul] at hc
  refine ⟨t, ?_⟩
  simp only [saddleEnergy]
  rw [← hc, norm_zero]
  nlinarith [sq_nonneg ‖(γ t).2‖]
```

The hypothesis `inner ℝ x.1 y.1 < 0` says that the downhill parts of the endpoints point in opposite directions. With $\dim E=1$, every path between such endpoints has a point with $V\ge0$.

Consider $f(t)=\langle x_1,\gamma(t)_1\rangle$. It is continuous, with $f(0)=\|x_1\|^2\ge0$ and $f(1)<0$, so $f(t)=0$ for some $t$ by the intermediate value theorem. As $E$ is one-dimensional, $\gamma(t)_1=c\,x_1$ for some number $c$. Then $c\|x_1\|^2=0$ with $x_1\ne0$, hence $c=0$, and the energy at that point is $\|\gamma(t)_2\|^2\ge0$.

This shows that the conclusion of the rerouting theorem fails at index one. Delete the second downhill coordinate from the example, leaving $x=(1,\tfrac12)$ and $y=(-2,1)$. The endpoint energies are unchanged, but every path between them now reaches at least zero.

```lean
/-- For any index, two configurations at or below the saddle energy are joined by a path
that never exceeds the saddle energy. -/
theorem exists_path_le_saddle {x y : E × F} (hx : saddleEnergy x ≤ 0)
    (hy : saddleEnergy y ≤ 0) : ∃ γ : Path x y, ∀ t, saddleEnergy (γ t) ≤ 0 := by
  -- go straight to the saddle point and out again
  have key : ∀ p : E × F, saddleEnergy p ≤ 0 →
      JoinedIn {q : E × F | saddleEnergy q ≤ 0} p 0 := by
    intro p hp
    refine JoinedIn.ofLine (f := fun t : ℝ => (1 - t) • p)
      (Continuous.continuousOn (by fun_prop)) (by simp) (by simp) ?_
    rintro _ ⟨t, _, rfl⟩
    show saddleEnergy ((1 - t) • p) ≤ 0
    have hs : saddleEnergy ((1 - t) • p) = (1 - t) ^ 2 * saddleEnergy p := by
      simp only [saddleEnergy, Prod.smul_fst, Prod.smul_snd, norm_smul, mul_pow,
        Real.norm_eq_abs, sq_abs]
      ring
    rw [hs]
    exact mul_nonpos_of_nonneg_of_nonpos (sq_nonneg _) hp
  obtain ⟨γ, hγ⟩ := (key x hx).trans (key y hy).symm
  exact ⟨γ, fun t => hγ t⟩
```

For any index, two configurations at or below the saddle energy can be joined without exceeding it. Go straight to the origin and out again: $V((1-t)p)=(1-t)^2V(p)\le0$. Together with the previous theorem, this shows that at index one the highest energy along a path can be brought down to the saddle energy but no lower, for endpoints at or below that energy with opposite downhill parts.

## The equivalence

```lean
/-- The region below a quadratic saddle is path-connected if and only if the saddle has at
least two independent downhill directions. -/
theorem below_saddle_isPathConnected_iff [FiniteDimensional ℝ E] :
    IsPathConnected {p : E × F | saddleEnergy p < 0} ↔ 2 ≤ finrank ℝ E := by
  rw [isPathConnected_iff]
  constructor
  · rintro ⟨⟨x, hx⟩, hjoin⟩
    have hxlt : ‖x.2‖ ^ 2 - ‖x.1‖ ^ 2 < 0 := hx
    have hx0 : x.1 ≠ 0 := by
      intro h0
      rw [h0, norm_zero] at hxlt
      nlinarith [sq_nonneg ‖x.2‖]
    have : Nontrivial E := ⟨⟨x.1, 0, hx0⟩⟩
    have hpos : 0 < finrank ℝ E := finrank_pos
    by_contra hlt
    have hone : finrank ℝ E = 1 := by omega
    -- the mirror image of x across the saddle cannot be reached from below
    have hy : ((-x.1, x.2) : E × F) ∈ {p : E × F | saddleEnergy p < 0} := by
      show ‖x.2‖ ^ 2 - ‖-x.1‖ ^ 2 < 0
      rw [norm_neg]
      exact hxlt
    obtain ⟨γ, hγ⟩ := hjoin x hx (-x.1, x.2) hy
    have hinner : inner ℝ x.1 (-x.1) < 0 := by
      rw [inner_neg_right, real_inner_self_eq_norm_sq]
      have := pow_pos (norm_pos_iff.mpr hx0) 2
      linarith
    obtain ⟨t, ht⟩ := barrier_of_index_one hone hinner γ
    exact absurd (hγ t) (not_lt_of_ge ht)
  · intro h
    have : Nontrivial E := Module.nontrivial_of_finrank_pos (R := ℝ) (by omega)
    refine ⟨?_, fun x hx y hy => ?_⟩
    · obtain ⟨v, hv⟩ := exists_ne (0 : E)
      refine ⟨(v, 0), ?_⟩
      show ‖(0 : F)‖ ^ 2 - ‖v‖ ^ 2 < 0
      rw [norm_zero]
      have := pow_pos (norm_pos_iff.mpr hv) 2
      linarith
    · obtain ⟨γ, hγ⟩ := exists_path_without_barrier h x y
      exact ⟨γ, fun t => lt_of_le_of_lt (hγ t) (max_lt hx hy)⟩

end QuadraticSaddleRerouting
```

`IsPathConnected` requires a set to be nonempty and any two of its points to be joined inside it. The symbol `↔` is "if and only if". $E$ must be finite-dimensional; $F$ may have any dimension, including zero.

From left to right, take a point $x$ of the region. Since $V(x)<0$, its downhill part is nonzero, so $\dim E\ge1$. If $\dim E$ were one, the mirror image $(-x_1,x_2)$ would have the same energy, yet every path to it from $x$ would leave the region. Hence $\dim E\ge2$. When $\dim E=0$ the region is empty and so does not count as path-connected.

From right to left, $(v,0)$ with $v\neq0$ lies in the region, and the rerouting theorem joins any two points at energies no higher than the larger endpoint energy, which is negative.

For saddle searches this supports the usual focus on index-one points: within the quadratic model, a path over a saddle of higher index, between endpoints below it, can be replaced by one that stays below.

```lean
#print axioms QuadraticSaddleRerouting.exists_path_le_saddle
#print axioms QuadraticSaddleRerouting.below_saddle_isPathConnected_iff
```

```
'QuadraticSaddleRerouting.exists_path_le_saddle' depends on axioms: [propext, Classical.choice, Quot.sound]
'QuadraticSaddleRerouting.below_saddle_isPathConnected_iff' depends on axioms: [propext, Classical.choice, Quot.sound]
```
